# The second variation of a semilocal energy density e(n, ‖g‖²)

Take the energy density that is simply the squared density gradient, in one dimension. Let the gradient g change by sa + tb, where a and b are two gradient changes and s and t are their small amplitudes. Then

(g + sa + tb)² = g² + 2sga + 2tgb + s²a² + 2stab + t²b²,

and the mixed derivative in s and t at zero is 2ab. The energy density is linear in the squared gradient, yet it has a second-order response, because the squared gradient is itself quadratic in g. For an energy density e that depends on the density and the squared gradient, this term is multiplied by the partial derivative of e with respect to the squared gradient.

## Two chain rules and a product rule

Let e(n, σ) depend on the density n and on σ = ‖g‖², where g lies in a real inner-product space V; physically V is ℝ³ and g = ∇n. Subscripts on e denote partial derivatives. A perturbation is a pair: (u, a) changes the density by u and the gradient by a, and (v, b) does the same for the second perturbation. If e is C² near (n, ‖g‖²), the mixed derivative at s = t = 0 of

e(n + su + tv, ‖g + sa + tb‖²)

is the kernel

K = e_nn uv + 2e_nσ (u⟨g,b⟩ + v⟨g,a⟩) + 4e_σσ ⟨g,a⟩⟨g,b⟩ + 2e_σ ⟨a,b⟩,

with all derivatives of e taken at (n, ‖g‖²).

Fix a small s and write h = g + sa. Since

‖h + tb‖² = ‖h‖² + 2t⟨h,b⟩ + t²‖b‖²,

its t-derivative at zero is 2⟨h,b⟩. The chain rule gives the first variation

F(s) = e_n v + 2e_σ ⟨g + sa, b⟩,

where e_n and e_σ are evaluated at (n + su, ‖g + sa‖²). Now differentiate in s at zero. The same chain rule, applied to e_n and e_σ, gives

d e_n/ds = e_nn u + 2e_nσ ⟨g,a⟩,
d e_σ/ds = e_σn u + 2e_σσ ⟨g,a⟩,

while ⟨g + sa, b⟩ has derivative ⟨a,b⟩. By the product rule,

F′(0) = (e_nn u + 2e_nσ⟨g,a⟩)v + 2(e_σn u + 2e_σσ⟨g,a⟩)⟨g,b⟩ + 2e_σ⟨a,b⟩.

Because e is C², e_σn = e_nσ, and collecting terms gives K. Exchanging (u, a) with (v, b) leaves K unchanged, and each term is linear in each pair.

Two sign conditions follow. If a ≠ 0 is orthogonal to g, the perturbation (0, a) paired with itself gives K = 2e_σ‖a‖², so a kernel that is nonnegative on the diagonal requires e_σ ≥ 0. At g = 0 the diagonal is e_nn u² + 2e_σ‖a‖². If V contains a nonzero vector, this is nonnegative for every (u, a) exactly when e_nn ≥ 0 and e_σ ≥ 0.

## The kernel as a Lean definition

The space `V` may have any dimension.

```lean
import Mathlib

open Filter Topology

namespace SemilocalKernel

noncomputable section

variable {V : Type*} [NormedAddCommGroup V] [InnerProductSpace ℝ V]
```

The partial derivatives are Fréchet derivatives applied to the coordinate directions.

```lean
/-- The Fréchet derivative of `f` at `p` applied to `(1, 0)`: the partial derivative with respect to
the density `n` where `f` is differentiable, and `0` where it is not. -/
def dN (f : ℝ × ℝ → ℝ) (p : ℝ × ℝ) : ℝ := fderiv ℝ f p (1, 0)

/-- The Fréchet derivative of `f` at `p` applied to `(0, 1)`: the partial derivative with respect to
the squared gradient `σ` where `f` is differentiable, and `0` where it is not. -/
def dS (f : ℝ × ℝ → ℝ) (p : ℝ × ℝ) : ℝ := fderiv ℝ f p (0, 1)
```

Second partials are iterates: `dS (dN e)` is e_nσ, differentiated first in n and then in σ. In `kernel`, the arguments `x` and `y` are the pairs (u, a) and (v, b), with components `.1` and `.2`.

```lean
/-- The formula for the local second-order response of a twice continuously differentiable energy
density `e(n, ‖g‖²)` to two perturbations `x = (u, a)` and `y = (v, b)` of the density and its
gradient. -/
def kernel (e : ℝ × ℝ → ℝ) (n : ℝ) (g : V) (x y : ℝ × V) : ℝ :=
  dN (dN e) (n, ‖g‖ ^ 2) * (x.1 * y.1)
    + 2 * dS (dN e) (n, ‖g‖ ^ 2) * (x.1 * inner ℝ g y.2 + y.1 * inner ℝ g x.2)
    + 4 * dS (dS e) (n, ‖g‖ ^ 2) * (inner ℝ g x.2 * inner ℝ g y.2)
    + 2 * dS e (n, ‖g‖ ^ 2) * inner ℝ x.2 y.2
```

The definition concerns one point in space. It treats the density change and the gradient change as independent, although in a density functional a = ∇u. Spatial integration and spin are not included.

## Differentiating along a perturbation

The first lemma is the chain rule used twice above. `h1`, `h2` and `h3` differentiate the density, the gradient and its squared norm; `h4` composes them with `f`. The direction (v, 2⟨h,b⟩) is then split along the two axes, which produces `dN` and `dS`.

```lean
/-- Chain rule for a differentiable function of `(n, σ)` when the density changes at rate `v` and
the density gradient at rate `b`. -/
theorem hasDerivAt_along {f : ℝ × ℝ → ℝ} {x : ℝ} {h : V}
    (hf : DifferentiableAt ℝ f (x, ‖h‖ ^ 2)) (v : ℝ) (b : V) :
    HasDerivAt (fun t : ℝ => f (x + t * v, ‖h + t • b‖ ^ 2))
      (dN f (x, ‖h‖ ^ 2) * v + dS f (x, ‖h‖ ^ 2) * (2 * inner ℝ h b)) 0 := by
  have h1 : HasDerivAt (fun t : ℝ => x + t * v) v 0 :=
    (((hasDerivAt_id' (0 : ℝ)).mul_const v).const_add x).congr_deriv (one_mul v)
  have h2 : HasDerivAt (fun t : ℝ => h + t • b) b 0 :=
    (((hasDerivAt_id' (0 : ℝ)).smul_const b).const_add h).congr_deriv (one_smul ℝ b)
  have h3 : HasDerivAt (fun t : ℝ => ‖h + t • b‖ ^ 2) (2 * inner ℝ h b) 0 :=
    h2.norm_sq.congr_deriv (by simp)
  have h4 := hf.hasFDerivAt.comp_hasDerivAt_of_eq (0 : ℝ) (h1.prodMk h3) (by simp)
  refine h4.congr_deriv ?_
  -- split the direction into its density and squared-gradient components
  have hs : (v, 2 * inner ℝ h b)
      = v • ((1, 0) : ℝ × ℝ) + (2 * inner ℝ h b) • ((0, 1) : ℝ × ℝ) := by
    ext <;> simp
  rw [hs, map_add, map_smul, map_smul, smul_eq_mul, smul_eq_mul]
  unfold dN dS
  ring
```

To apply that rule to e_n and e_σ, they must be differentiable. This follows because the Fréchet derivative of a C² function is C¹.

```lean
/-- For a twice continuously differentiable energy density, each directional derivative
in the `(n, σ)` plane is again differentiable. -/
theorem differentiableAt_partial {e : ℝ × ℝ → ℝ} {p : ℝ × ℝ}
    (he : ContDiffAt ℝ 2 e p) (w : ℝ × ℝ) :
    DifferentiableAt ℝ (fun q => fderiv ℝ e q w) p := by
  have h1 : ContDiffAt ℝ 1 (fderiv ℝ e) p := he.fderiv_right (by norm_num)
  exact (h1.differentiableAt (by norm_num)).clm_apply (differentiableAt_const w)
```

In the equality of mixed partials, `key` rewrites each iterated partial as the second Fréchet derivative applied to two directions. The symmetry of that derivative does the rest.

```lean
/-- For a twice continuously differentiable energy density, the mixed partial derivatives in `n` and
`σ` agree. -/
theorem mixed_partials {e : ℝ × ℝ → ℝ} {p : ℝ × ℝ} (he : ContDiffAt ℝ 2 e p) :
    dN (dS e) p = dS (dN e) p := by
  have h1 : ContDiffAt ℝ 1 (fderiv ℝ e) p := he.fderiv_right (by norm_num)
  have hD : DifferentiableAt ℝ (fderiv ℝ e) p := h1.differentiableAt (by norm_num)
  have key : ∀ w z : ℝ × ℝ,
      fderiv ℝ (fun q => fderiv ℝ e q w) p z = fderiv ℝ (fderiv ℝ e) p z w := by
    intro w z
    have h : HasFDerivAt (fun q => fderiv ℝ e q w) _ p :=
      hD.hasFDerivAt.clm_apply (hasFDerivAt_const w p)
    rw [h.fderiv]
    simp
  have hsymm : IsSymmSndFDerivAt ℝ e p :=
    he.isSymmSndFDerivAt (by simp [minSmoothness_of_isRCLikeNormedField])
  change fderiv ℝ (fun q => fderiv ℝ e q (0, 1)) p (1, 0)
    = fderiv ℝ (fun q => fderiv ℝ e q (1, 0)) p (0, 1)
  rw [key, key]
  exact hsymm.eq _ _
```

## From the first variation to the second

The hypothesis `ContDiffAt ℝ 2 e (n, ‖g‖ ^ 2)` gives C² regularity at nearby points too. The displaced point depends continuously on s, so it stays in that neighbourhood for small s, and the chain rule yields F(s). The phrase `∀ᶠ s : ℝ in 𝓝 0` means "for all s sufficiently near 0".

```lean
/-- First variation of a twice continuously differentiable energy density: for all small `s`, the
energy density at the state displaced by `s (u, a)` has the stated derivative along `(v, b)`. -/
theorem first_variation {e : ℝ × ℝ → ℝ} {n : ℝ} {g : V}
    (he : ContDiffAt ℝ 2 e (n, ‖g‖ ^ 2)) (u v : ℝ) (a b : V) :
    ∀ᶠ s : ℝ in 𝓝 0,
      HasDerivAt (fun t : ℝ => e (n + s * u + t * v, ‖g + s • a + t • b‖ ^ 2))
        (dN e (n + s * u, ‖g + s • a‖ ^ 2) * v
          + dS e (n + s * u, ‖g + s • a‖ ^ 2) * (2 * inner ℝ (g + s • a) b)) 0 := by
  have hc : Continuous (fun s : ℝ => (n + s * u, ‖g + s • a‖ ^ 2)) := by fun_prop
  have ht : Tendsto (fun s : ℝ => (n + s * u, ‖g + s • a‖ ^ 2)) (𝓝 0)
      (𝓝 (n, ‖g‖ ^ 2)) := by
    have h := hc.tendsto 0
    simp only [zero_mul, zero_smul, add_zero] at h
    exact h
  filter_upwards [ht.eventually (he.eventually (by simp))] with s hs
  exact hasDerivAt_along (hs.differentiableAt (by norm_num)) v b
```

The main theorem says that the inner t-derivative, as a function of s, has derivative K at zero. `hA` and `hB` are the s-derivatives of e_n and e_σ, `hC` is that of 2⟨g + sa, b⟩, and `hT` combines them by the sum and product rules. The first variation then identifies this expression with the inner derivative near s = 0.

```lean
/-- Second variation of a twice continuously differentiable semilocal energy density: the mixed
derivative in `s` and `t` at zero of `e(n + su + tv, ‖g + sa + tb‖²)` is the kernel evaluated on
`(u, a)` and `(v, b)`. -/
theorem second_variation {e : ℝ × ℝ → ℝ} {n : ℝ} {g : V}
    (he : ContDiffAt ℝ 2 e (n, ‖g‖ ^ 2)) (u v : ℝ) (a b : V) :
    HasDerivAt
      (fun s : ℝ => deriv
        (fun t : ℝ => e (n + s * u + t * v, ‖g + s • a + t • b‖ ^ 2)) 0)
      (kernel e n g (u, a) (v, b)) 0 := by
  -- the two partial derivatives respond to the first perturbation by the chain rule
  have hA := hasDerivAt_along (f := dN e) (differentiableAt_partial he (1, 0)) u a
  have hB := hasDerivAt_along (f := dS e) (differentiableAt_partial he (0, 1)) u a
  -- the gradient overlap is affine in `s`
  have hC : HasDerivAt (fun s : ℝ => 2 * inner ℝ (g + s • a) b) (2 * inner ℝ a b) 0 := by
    have h := (((hasDerivAt_id' (0 : ℝ)).mul_const (inner ℝ a b)).const_add
      (inner ℝ g b)).const_mul (2 : ℝ)
    refine (h.congr_deriv (by ring)).congr_of_eventuallyEq (Eventually.of_forall fun s => ?_)
    simp only [inner_add_left, real_inner_smul_left]
  have hT := (hA.mul_const v).fun_add (hB.fun_mul hC)
  refine (hT.congr_deriv ?_).congr_of_eventuallyEq ?_
  · simp only [zero_mul, zero_smul, add_zero, kernel]
    rw [mixed_partials he]
    ring
  · filter_upwards [first_variation he u v a b] with s hs using hs.deriv
```

At g = 0 the hypothesis is stronger than it looks: e must be C² on both sides of σ = 0, although physical values of σ are nonnegative. A formula given only for σ ≥ 0 needs a smooth extension.

## Symmetry, bilinearity and sign

Symmetry follows from that of the inner product. Linearity in the first slot is expanded directly and carried to the second by symmetry.

```lean
/-- The kernel is symmetric under exchange of the two perturbations. -/
theorem kernel_symm (e : ℝ × ℝ → ℝ) (n : ℝ) (g : V) (x y : ℝ × V) :
    kernel e n g x y = kernel e n g y x := by
  unfold kernel
  rw [real_inner_comm x.2 y.2]
  ring

/-- The kernel is linear in each of the two perturbations. -/
theorem kernel_bilinear (e : ℝ × ℝ → ℝ) (n : ℝ) (g : V) (c : ℝ) (x y z : ℝ × V) :
    kernel e n g (c • x + y) z = c * kernel e n g x z + kernel e n g y z ∧
      kernel e n g z (c • x + y) = c * kernel e n g z x + kernel e n g z y := by
  have h : kernel e n g (c • x + y) z = c * kernel e n g x z + kernel e n g y z := by
    simp only [kernel, Prod.fst_add, Prod.snd_add, Prod.smul_fst, Prod.smul_snd, smul_eq_mul,
      inner_add_left, inner_add_right, real_inner_smul_left, real_inner_smul_right]
    ring
  refine ⟨h, ?_⟩
  rw [kernel_symm e n g z, kernel_symm e n g z x, kernel_symm e n g z y, h]
```

The next theorem tests the kernel on `(0, a)` with a orthogonal to g; a negative e_σ would contradict the hypothesis.

```lean
/-- If the kernel is nonnegative on the diagonal and some nonzero gradient change is orthogonal to
`g`, then `dS e` is nonnegative at `(n, ‖g‖²)`. -/
theorem dS_nonneg_of_kernel_nonneg {e : ℝ × ℝ → ℝ} {n : ℝ} {g a : V}
    (hK : ∀ x : ℝ × V, 0 ≤ kernel e n g x x) (ha : a ≠ 0) (hga : inner ℝ g a = 0) :
    0 ≤ dS e (n, ‖g‖ ^ 2) := by
  have h := hK (0, a)
  simp only [kernel, hga, real_inner_self_eq_norm_sq] at h
  have hp : 0 < ‖a‖ ^ 2 := pow_pos (norm_pos_iff.mpr ha) 2
  by_contra hneg
  nlinarith [mul_neg_of_neg_of_pos (not_le.mp hneg) hp]
```

For g = 0, the perturbation `(1, 0)` isolates e_nn, and `Nontrivial V` supplies a nonzero a that isolates e_σ. Conversely, the diagonal is a sum of nonnegative terms.

```lean
/-- If `V` contains a nonzero vector, then at vanishing density gradient the kernel is nonnegative
on the diagonal exactly when `dN (dN e)` and `dS e` are both nonnegative at `(n, 0)`. -/
theorem kernel_nonneg_iff_of_uniform [Nontrivial V] (e : ℝ × ℝ → ℝ) (n : ℝ) :
    (∀ x : ℝ × V, 0 ≤ kernel e n 0 x x) ↔ 0 ≤ dN (dN e) (n, 0) ∧ 0 ≤ dS e (n, 0) := by
  have hz : ‖(0 : V)‖ ^ 2 = 0 := by simp
  constructor
  · intro hK
    obtain ⟨a, ha⟩ := exists_ne (0 : V)
    refine ⟨?_, ?_⟩
    · -- change the density alone
      have h := hK (1, 0)
      simpa only [kernel, hz, inner_zero_left, mul_zero, add_zero, mul_one] using h
    · have h := dS_nonneg_of_kernel_nonneg hK ha (inner_zero_left a)
      rwa [hz] at h
  · rintro ⟨h1, h2⟩ x
    simp only [kernel, hz, inner_zero_left, mul_zero, add_zero, real_inner_self_eq_norm_sq]
    have h3 := mul_nonneg h1 (mul_self_nonneg x.1)
    have h4 := mul_nonneg h2 (sq_nonneg ‖x.2‖)
    linarith

end

end SemilocalKernel
```

These algebraic and sign statements concern `kernel`, `dN` and `dS` as defined and need no smoothness. Reading them in terms of a second variation and true partial derivatives relies on e being C² near the point.

```lean
#print axioms SemilocalKernel.second_variation
#print axioms SemilocalKernel.kernel_bilinear
#print axioms SemilocalKernel.kernel_nonneg_iff_of_uniform
```

```
'SemilocalKernel.second_variation' depends on axioms: [propext, Classical.choice, Quot.sound]
'SemilocalKernel.kernel_bilinear' depends on axioms: [propext, Classical.choice, Quot.sound]
'SemilocalKernel.kernel_nonneg_iff_of_uniform' depends on axioms: [propext, Classical.choice, Quot.sound]
```

## Contraction on a quadrature grid

Consider a linear-response calculation in the adiabatic approximation, and let e be the exchange-correlation energy per unit volume of a generalised-gradient functional. If the system is spin-unpolarised and both density changes keep it so, then K with a = ∇u and b = ∇v is the exchange-correlation integrand at each grid point. A code can contract the first perturbation once, forming a scalar and a vector:

A = e_nn u + 2e_nσ ⟨g,a⟩,
B = 2(e_nσ u + 2e_σσ ⟨g,a⟩)g + 2e_σ a.

Then K = Av + ⟨B,b⟩ for every second perturbation, and the mixed second derivative of the exchange-correlation energy along the two density changes is approximated by the sum of K over grid points with the quadrature weights. The routine therefore needs the first derivative e_σ as well as the three second derivatives.
